# A Hermitian operator commuting with an irreducible set of unitary and antiunitary maps is a real scalar in finite dimension

Q: In a symmetry-adapted basis I compute one diagonal element of the Hamiltonian $H$ in an irreducible block and assign that energy to every state in the block. Does this survive when some symmetries involve time reversal?

A: Yes, if the block is a nonzero finite-dimensional space $V$ that $H$ maps into itself. Then $H=E$ on $V$ with $E$ real, and $E=\langle x,Hx\rangle$ for any unit vector $x$. In a crystal-field calculation with magnetic symmetry, all states of such a block therefore have the same energy, which another block may share by accident.

```lean
import Mathlib

open ComplexConjugate

namespace CorepresentationSchur

noncomputable section

variable {V : Type*} [NormedAddCommGroup V] [InnerProductSpace ℂ V]
```

Q: What does "irreducible" mean here? I expected a group.

A: There are two sets, $\mathcal U$ of unitary and $\mathcal A$ of antiunitary maps, and either may be empty. The type `V ≃ₗᵢ[ℂ] V` holds the invertible linear maps that preserve the norm; the star in `V ≃ₗᵢ⋆[ℂ] V` makes them conjugate-linear. Irreducible means that the only subspaces invariant under all of them are $0$ and $V$. A corepresentation of a magnetic group supplies such sets, but no group law is used.

```lean
/-- The unitary maps `𝒰` and antiunitary maps `𝒜` have no common invariant subspace
except zero and the whole space. -/
def IsIrreducible (𝒰 : Set (V ≃ₗᵢ[ℂ] V)) (𝒜 : Set (V ≃ₗᵢ⋆[ℂ] V)) : Prop :=
  ∀ W : Submodule ℂ V, (∀ U ∈ 𝒰, ∀ x ∈ W, U x ∈ W) → (∀ T ∈ 𝒜, ∀ x ∈ W, T x ∈ W) →
    W = ⊥ ∨ W = ⊤
```

Q: And the symmetry of the Hamiltonian?

A: It is the usual commutation, written vector by vector.

```lean
/-- The linear operator `A` commutes with every unitary map in `𝒰` and every antiunitary
map in `𝒜`. -/
def CommutesWith (𝒰 : Set (V ≃ₗᵢ[ℂ] V)) (𝒜 : Set (V ≃ₗᵢ⋆[ℂ] V)) (A : V →ₗ[ℂ] V) : Prop :=
  (∀ U ∈ 𝒰, ∀ x, A (U x) = U (A x)) ∧ (∀ T ∈ 𝒜, ∀ x, A (T x) = T (A x))
```

Q: An antiunitary map conjugates numbers. Why doesn't it spoil the eigenvalue equation?

A: Because the eigenvalue is real. Let $Hx=Ex$, with $U\in\mathcal U$ and $T\in\mathcal A$. Here $T$ is any antiunitary symmetry, not necessarily time reversal itself. Then
$$HUx=UHx=E\,Ux,\qquad HTx=T(Ex)=E^*Tx=E\,Tx.$$
The two rewriting lines in the proof are these two chains.

```lean
variable {𝒰 : Set (V ≃ₗᵢ[ℂ] V)} {𝒜 : Set (V ≃ₗᵢ⋆[ℂ] V)} {A H : V →ₗ[ℂ] V}

/-- If an operator commutes with the symmetries, they carry each eigenvector with a real
eigenvalue `E` to a vector that satisfies the same eigenvalue equation. -/
theorem real_eigenvector_map (hc : CommutesWith 𝒰 𝒜 H) (E : ℝ) (x : V)
    (hx : H x = (E : ℂ) • x) :
    (∀ U ∈ 𝒰, H (U x) = (E : ℂ) • U x) ∧ (∀ T ∈ 𝒜, H (T x) = (E : ℂ) • T x) := by
  refine ⟨fun U hU => ?_, fun T hT => ?_⟩
  · rw [hc.1 U hU, hx, map_smul]
  · -- the antiunitary map conjugates `E`, which is real
    rw [hc.2 T hT, hx, T.map_smulₛₗ, Complex.conj_ofReal]
```

Q: How does one eigenvector settle the whole block?

A: On a nonzero finite-dimensional complex space $H$ has an eigenvalue, and Hermiticity makes it real. Its eigenspace is nonzero and, by the previous step, invariant. Irreducibility makes it all of $V$, so $Hx=Ex$ for every $x$.

The proof follows this order: `exists_eigenvalue` supplies the eigenvalue, `hU` and `hT` give invariance, and the final case split excludes the zero subspace. `IsSymmetric` is Mathlib's name for Hermitian. What you must still check for your system is that the full Hamiltonian doesn't couple the block to other states, such as a second copy of the same corepresentation.

```lean
/-- **Schur lemma for corepresentations.** On a nonzero finite-dimensional space, a Hermitian
operator that commutes with an irreducible set of unitary and antiunitary maps is a real
scalar. -/
theorem hermitian_eq_real_scalar [FiniteDimensional ℂ V] [Nontrivial V]
    (hirr : IsIrreducible 𝒰 𝒜) (hH : H.IsSymmetric) (hc : CommutesWith 𝒰 𝒜 H) :
    ∃ E : ℝ, ∀ x, H x = (E : ℂ) • x := by
  obtain ⟨μ, hμ⟩ := Module.End.exists_eigenvalue H
  obtain ⟨E, rfl⟩ := Complex.conj_eq_iff_real.mp (hH.conj_eigenvalue_eq_self hμ)
  -- the eigenspace of `E` is invariant under all symmetries
  have hU : ∀ U ∈ 𝒰, ∀ x ∈ Module.End.eigenspace H (E : ℂ),
      U x ∈ Module.End.eigenspace H (E : ℂ) := fun U hU x hx =>
    Module.End.mem_eigenspace_iff.mpr
      ((real_eigenvector_map hc E x (Module.End.mem_eigenspace_iff.mp hx)).1 U hU)
  have hT : ∀ T ∈ 𝒜, ∀ x ∈ Module.End.eigenspace H (E : ℂ),
      T x ∈ Module.End.eigenspace H (E : ℂ) := fun T hT x hx =>
    Module.End.mem_eigenspace_iff.mpr
      ((real_eigenvector_map hc E x (Module.End.mem_eigenspace_iff.mp hx)).2 T hT)
  rcases hirr _ hU hT with h | h
  · exact absurd h hμ
  · exact ⟨E, fun x => Module.End.mem_eigenspace_iff.mp (by rw [h]; exact Submodule.mem_top)⟩
```

Q: What if the commuting operator $A$ isn't Hermitian?

A: Its Hermitian part is still a scalar. To see this we need the adjoint, and first the action of $T$ on inner products, which are linear in the second entry. Expanding $\|x+y\|^2$ and using norm preservation gives
$$\mathrm{Re}\langle Tx,Ty\rangle=\mathrm{Re}\langle x,y\rangle.$$
Replace $y$ by $iy$. Since $T(iy)=-iTy$, this becomes $\mathrm{Im}\langle Tx,Ty\rangle=-\mathrm{Im}\langle x,y\rangle$. Together, $\langle Tx,Ty\rangle=\langle y,x\rangle$. In the proof, `hre` and `him` are the two halves.

```lean
/-- An antiunitary map exchanges the two entries of the inner product. -/
theorem antiunitary_inner (T : V ≃ₗᵢ⋆[ℂ] V) (x y : V) :
    inner ℂ (T x) (T y) = inner ℂ y x := by
  have hn : ∀ u v : V, ‖u + v‖ ^ 2 = ‖u‖ ^ 2 + 2 * (inner ℂ u v).re + ‖v‖ ^ 2 :=
    fun u v => norm_add_sq (𝕜 := ℂ) u v
  -- preservation of norms fixes the real part
  have hre : ∀ u v : V, (inner ℂ (T u) (T v)).re = (inner ℂ u v).re := by
    intro u v
    have h := hn (T u) (T v)
    rw [← map_add, T.norm_map, T.norm_map, T.norm_map, hn u v] at h
    linarith
  -- the real part for `i y` gives the imaginary part, with its sign reversed
  have him := hre x (Complex.I • y)
  rw [T.map_smulₛₗ, inner_smul_right, inner_smul_right, Complex.conj_I] at him
  simp only [Complex.mul_re, Complex.neg_re, Complex.neg_im, Complex.I_re, Complex.I_im] at him
  rw [← inner_conj_symm y x]
  apply Complex.ext
  · rw [Complex.conj_re, hre]
  · rw [Complex.conj_im]
    linarith
```

Q: And that moves $A^\dagger$ past $T$?

A: For every $z$,
$$\langle A^\dagger Tx,Tz\rangle=\langle Tx,TAz\rangle=\langle Az,x\rangle=\langle z,A^\dagger x\rangle=\langle TA^\dagger x,Tz\rangle.$$
Every vector has the form $Tz$, so $A^\dagger T=TA^\dagger$. For $U$,
$$\langle A^\dagger Ux,Uz\rangle=\langle Ux,UAz\rangle=\langle x,Az\rangle=\langle A^\dagger x,z\rangle=\langle UA^\dagger x,Uz\rangle.$$

```lean
/-- In finite dimension, if an operator commutes with a set of unitary and antiunitary maps,
so does its adjoint. -/
theorem adjoint_commutes [FiniteDimensional ℂ V] (hc : CommutesWith 𝒰 𝒜 A) :
    CommutesWith 𝒰 𝒜 (LinearMap.adjoint A) := by
  refine ⟨fun U hU x => ext_inner_right ℂ fun y => ?_,
    fun T hT x => ext_inner_right ℂ fun y => ?_⟩
  · obtain ⟨z, rfl⟩ := U.surjective y
    rw [LinearMap.adjoint_inner_left, hc.1 U hU, U.inner_map_map, U.inner_map_map,
      LinearMap.adjoint_inner_left]
  · obtain ⟨z, rfl⟩ := T.surjective y
    rw [LinearMap.adjoint_inner_left, hc.2 T hT, antiunitary_inner, antiunitary_inner,
      LinearMap.adjoint_inner_right]
```

A: Now $A+A^\dagger$ is Hermitian and commutes with all the symmetries, so the scalar theorem applies to it and gives $A+A^\dagger=s$ with $s$ real.

```lean
/-- On a nonzero finite-dimensional space, if a linear operator `A` commutes with an
irreducible set of unitary and antiunitary maps, then `A + A†` is a real scalar. -/
theorem add_adjoint_eq_real_scalar [FiniteDimensional ℂ V] [Nontrivial V]
    (hirr : IsIrreducible 𝒰 𝒜) (hc : CommutesWith 𝒰 𝒜 A) :
    ∃ s : ℝ, ∀ x, A x + LinearMap.adjoint A x = (s : ℂ) • x := by
  have hd := adjoint_commutes hc
  -- `A + A†` is Hermitian and commutes with all symmetries
  obtain ⟨s, hs⟩ := hermitian_eq_real_scalar (H := A + LinearMap.adjoint A) hirr
    (by
      intro x y
      simp only [LinearMap.add_apply, inner_add_left, inner_add_right,
        LinearMap.adjoint_inner_left, LinearMap.adjoint_inner_right]
      ring)
    ⟨fun U hU x => by simp only [LinearMap.add_apply, hc.1 U hU, hd.1 U hU, map_add],
      fun T hT x => by simp only [LinearMap.add_apply, hc.2 T hT, hd.2 T hT, map_add]⟩
  exact ⟨s, hs⟩
```

Q: Couldn't $A$ itself always be a scalar, as in the ordinary Schur lemma?

A: No. On $\mathbb C^2$ take $T(a,b)=(ib^*,a^*)$, called `twist`. Lean's components `v 0` and `v 1` are $a$ and $b$. The definition supplies the inverse and checks conjugate-linearity and the norm.

```lean
/-- The state space `ℂ²` of a two-level system. -/
abbrev TwoLevel := EuclideanSpace ℂ (Fin 2)

/-- The antiunitary map `T(a, b) = (i b*, a*)` on `ℂ²`. -/
def twist : TwoLevel ≃ₗᵢ⋆[ℂ] TwoLevel where
  toFun v := !₂[Complex.I * conj (v 1), conj (v 0)]
  invFun v := !₂[conj (v 1), Complex.I * conj (v 0)]
  map_add' v w := by ext i; fin_cases i <;> simp [mul_add]
  map_smul' c v := by ext i; fin_cases i <;> simp [mul_left_comm]
  left_inv v := by ext i; fin_cases i <;> simp [← mul_assoc]
  right_inv v := by ext i; fin_cases i <;> simp [← mul_assoc]
  norm_map' v := by
    change ‖(!₂[Complex.I * conj (v 1), conj (v 0)] : TwoLevel)‖ = ‖v‖
    rw [EuclideanSpace.norm_eq, EuclideanSpace.norm_eq]
    simp [Fin.sum_univ_two, add_comm]

/-- The antiunitary map `T` sends `(a, b)` to `(i b*, a*)`. -/
theorem twist_apply (v : TwoLevel) :
    twist v = !₂[Complex.I * conj (v 1), conj (v 0)] := rfl
```

A: Applying it twice gives $T^2(a,b)=T(ib^*,a^*)=(ia,-ib)$. This is linear, and it is neither $1$ nor $-1$, so this $T$ isn't plain time reversal.

```lean
/-- The square `T²` of the antiunitary map `T(a, b) = (i b*, a*)`, as a linear operator. -/
def twistSq : TwoLevel →ₗ[ℂ] TwoLevel where
  toFun v := twist (twist v)
  map_add' v w := by rw [map_add, map_add]
  map_smul' c v := by
    rw [twist.map_smulₛₗ, twist.map_smulₛₗ, Complex.conj_conj, RingHom.id_apply]

/-- The operator `T²` acts as `(a, b) ↦ (i a, -i b)`. -/
theorem twistSq_apply (v : TwoLevel) :
    twistSq v = !₂[Complex.I * v 0, -Complex.I * v 1] := by
  change twist (twist v) = _
  ext i
  fin_cases i <;> simp [twist_apply]
```

Q: Is this one map irreducible?

A: Take a nonzero vector $v=(a,b)$ in an invariant subspace. If $a\neq0$, then $v-iT^2v=(2a,0)$; if $a=0$, then $Tv=(ib^*,0)$ with $b\neq0$. Either way $(1,0)$ lies in the subspace, and so does $T(1,0)=(0,1)$. The step `up` concludes from $(1,0)$ that the subspace is everything.

```lean
/-- The single antiunitary map `T(a, b) = (i b*, a*)` is irreducible on `ℂ²`. -/
theorem twist_irreducible_witness : IsIrreducible ∅ {twist} := by
  intro W _ hT
  have hT' : ∀ x ∈ W, twist x ∈ W := hT twist rfl
  by_cases hW : W = ⊥
  · exact Or.inl hW
  right
  obtain ⟨v, hv, hv0⟩ := Submodule.exists_mem_ne_zero_of_ne_bot hW
  -- the first basis vector and its image under `T` span everything
  have up : (!₂[(1 : ℂ), 0] : TwoLevel) ∈ W → W = ⊤ := by
    intro h
    rw [Submodule.eq_top_iff']
    intro w
    have e : w = w 0 • (!₂[(1 : ℂ), 0] : TwoLevel) + w 1 • twist !₂[(1 : ℂ), 0] := by
      ext i
      fin_cases i <;> simp [twist_apply]
    rw [e]
    exact W.add_mem (W.smul_mem _ h) (W.smul_mem _ (hT' _ h))
  by_cases h0 : v 0 = 0
  · have h1 : v 1 ≠ 0 := by
      intro h1
      apply hv0
      ext i
      fin_cases i <;> simp [h0, h1]
    have e : twist v = (Complex.I * conj (v 1)) • (!₂[(1 : ℂ), 0] : TwoLevel) := by
      ext i
      fin_cases i <;> simp [twist_apply, h0]
    have hm := hT' v hv
    rw [e] at hm
    exact up ((W.smul_mem_iff (mul_ne_zero Complex.I_ne_zero (by simpa using h1))).mp hm)
  · -- `v - i T² v` isolates the first component
    have e : v - Complex.I • twistSq v = (2 * v 0) • (!₂[(1 : ℂ), 0] : TwoLevel) := by
      rw [twistSq_apply]
      ext i
      fin_cases i
      · simp
        linear_combination (-(v 0)) * Complex.I_mul_I
      · simp
        linear_combination (v 1) * Complex.I_mul_I
    have hv2 : twistSq v ∈ W := hT' _ (hT' _ hv)
    have hm := W.sub_mem hv (W.smul_mem Complex.I hv2)
    rw [e] at hm
    exact up ((W.smul_mem_iff (mul_ne_zero two_ne_zero h0)).mp hm)
```

A: $T^2$ commutes with $T$, since both orders give $T^3$. If it were a scalar $c$, acting on $(1,1)$ would give $c=i$ and $c=-i$. As $\mathrm{diag}(i,-i)$ is normal, normality can't replace Hermiticity in the theorem.

```lean
/-- The linear operator `T²` commutes with the antiunitary map `T(a, b) = (i b*, a*)`, yet it
is not a scalar, real or complex. -/
theorem twistSq_commutes_not_scalar :
    CommutesWith ∅ {twist} twistSq ∧ ¬ ∃ c : ℂ, ∀ x, twistSq x = c • x := by
  refine ⟨⟨fun U hU => absurd hU (Set.notMem_empty U), ?_⟩, ?_⟩
  · rintro T rfl x
    rfl
  · rintro ⟨c, hc⟩
    have h := hc !₂[(1 : ℂ), 1]
    rw [twistSq_apply] at h
    have h0 : Complex.I = c := by simpa using congrArg (fun v : TwoLevel => v 0) h
    have h1 : -Complex.I = c := by simpa using congrArg (fun v : TwoLevel => v 1) h
    have h2 := congrArg Complex.im (h1.trans h0.symm)
    norm_num at h2

end

end CorepresentationSchur
```

Q: Can I see numbers?

A: Take $A=3+2T^2=\mathrm{diag}(3+2i,\,3-2i)$. On $(1,0)$,
$$AT(1,0)=A(0,1)=(0,3-2i),\qquad TA(1,0)=T(3+2i,0)=(0,3-2i).$$
On $(0,1)$ both orders give $(-2+3i,0)$. So $A$ commutes with $T$ and isn't a scalar, while $A+A^\dagger=6$.

```lean
#print axioms CorepresentationSchur.hermitian_eq_real_scalar
-- 'CorepresentationSchur.hermitian_eq_real_scalar' depends on axioms: [propext, Classical.choice, Quot.sound]
#print axioms CorepresentationSchur.add_adjoint_eq_real_scalar
-- 'CorepresentationSchur.add_adjoint_eq_real_scalar' depends on axioms: [propext, Classical.choice, Quot.sound]
#print axioms CorepresentationSchur.twistSq_commutes_not_scalar
-- 'CorepresentationSchur.twistSq_commutes_not_scalar' depends on axioms: [propext, Classical.choice, Quot.sound]
```
